# The Peierls inequality for a finite Hermitian matrix in an orthonormal basis: Σ f(⟨i|H|i⟩) ≤ Σ f(E_k) for convex f, with the equality case for strictly convex f

## Two coupled levels

Take two orthonormal states with the same energy ε and a real coupling t, so that H₁₁ = H₂₂ = ε and H₁₂ = H₂₁ = t. The eigenvalues are ε + t and ε − t, with normalised eigenvectors (1, 1)/√2 and (1, −1)/√2. Each basis state has squared overlap 1/2 with each eigenvector, and each diagonal element is the corresponding average of the levels:

ε = ½(ε + t) + ½(ε − t)

A function f that is convex on the real line lies below its chords, so f(ε) ≤ ½f(ε + t) + ½f(ε − t). Adding this for the two basis states gives

f(H₁₁) + f(H₂₂) = 2f(ε) ≤ f(ε + t) + f(ε − t)

For f(x) = x² this reads 2ε² ≤ 2ε² + 2t², with equality only at t = 0. Two facts were used: the weights belonging to one basis state sum to one, and the weights belonging to one level sum to one. Both hold for any finite Hermitian matrix in any orthonormal basis.

## Basis, diagonal elements and overlaps

The states are labelled by a finite index type `n`, and operators are complex matrices `Matrix n n ℂ`, so the Hilbert space has finite dimension. The type may have one element, where both sides of the inequality coincide, or none, where both sums are zero.

In Lean 4 with Mathlib:

```lean
import Mathlib

open Matrix
open scoped ComplexOrder

namespace PeierlsConvexTrace

noncomputable section

variable {n : Type*} [Fintype n] [DecidableEq n]
```

For a matrix W with rows i and columns k, the weights are the squared moduli

P_ik = |W_ik|²

```lean
/-- The squared modulus `|W i k|²` of a matrix element. -/
def overlap (W : Matrix n n ℂ) (i k : n) : ℝ := Complex.normSq (W i k)
```

An orthonormal basis |i⟩ is given by the columns of a unitary matrix U. On matrices `star` is the conjugate transpose †, so the diagonal element of H in this basis is

d_i = Re (U†HU)_ii = ⟨i|H|i⟩

For Hermitian H the entry is real, and taking the real part only turns it into a number to which a real function f can be applied.

```lean
/-- The real part of the diagonal matrix element `⟨i|H|i⟩`, where `|i⟩` is the `i`-th column of `U`.
-/
def diagEnergy (H U : Matrix n n ℂ) (i : n) : ℝ := ((star U * H * U) i i).re
```

The hypothesis `hH : H.IsHermitian` says that H is an observable. It supplies `hH.eigenvalues k`, the real levels E_k, listed with multiplicity and labelled by the same type `n`, and `hH.eigenvectorUnitary`, a unitary matrix V whose column k is a normalised eigenvector |k⟩. The amplitudes between the two bases are

W = U†V,  W_ik = ⟨i|k⟩

```lean
/-- The amplitudes `⟨i|k⟩` between the columns of `U` and the eigenvectors of `H`. -/
def transition {H : Matrix n n ℂ} (hH : H.IsHermitian) (U : Matrix n n ℂ) : Matrix n n ℂ :=
  star U * (hH.eigenvectorUnitary : Matrix n n ℂ)
```

## The overlaps are doubly stochastic

Let W be unitary and let * denote complex conjugation. The diagonal entries of WW† = 1 and of W†W = 1 are

Σ_k W_ik W_ik* = Σ_k P_ik = 1

Σ_i W_ik* W_ik = Σ_i P_ik = 1

```lean
/-- For a unitary matrix the squared moduli sum to one along every row and every column. -/
theorem overlap_sums {W : Matrix n n ℂ} (hW : W ∈ unitaryGroup n ℂ) :
    (∀ i, ∑ k, overlap W i k = 1) ∧ ∀ k, ∑ i, overlap W i k = 1 := by
  constructor
  · intro i
    have h := congrFun (congrFun (Matrix.mem_unitaryGroup_iff.mp hW) i) i
    rw [Matrix.mul_apply, Matrix.one_apply_eq] at h
    have h2 : ((∑ k, overlap W i k : ℝ) : ℂ) = 1 := by
      rw [← h, Complex.ofReal_sum]
      refine Finset.sum_congr rfl fun k _ => ?_
      rw [Matrix.star_apply, Complex.star_def, Complex.mul_conj, overlap]
    exact_mod_cast h2
  · intro k
    have h := congrFun (congrFun (Matrix.mem_unitaryGroup_iff'.mp hW) k) k
    rw [Matrix.mul_apply, Matrix.one_apply_eq] at h
    have h2 : ((∑ i, overlap W i k : ℝ) : ℂ) = 1 := by
      rw [← h, Complex.ofReal_sum]
      refine Finset.sum_congr rfl fun i _ => ?_
      rw [Matrix.star_apply, Complex.star_def, mul_comm, Complex.mul_conj, overlap]
    exact_mod_cast h2
```

Each half takes the diagonal entry `h` of one matrix identity, rewrites z z* as |z|² by `Complex.mul_conj`, and passes from the complex equation `h2` to the real one.

The matrix W = U†V is unitary when U is:

WW† = U†V V†U = U†U = 1

For a square matrix this one identity suffices. In the code `hV` is VV† = 1 and `hU'` is U†U = 1.

```lean
/-- The amplitudes between an orthonormal basis and the eigenbasis form a unitary matrix. -/
theorem transition_unitary {H U : Matrix n n ℂ} (hH : H.IsHermitian)
    (hU : U ∈ unitaryGroup n ℂ) : transition hH U ∈ unitaryGroup n ℂ := by
  have hV := Matrix.mem_unitaryGroup_iff.mp hH.eigenvectorUnitary.2
  have hU' := Matrix.mem_unitaryGroup_iff'.mp hU
  rw [Matrix.mem_unitaryGroup_iff, transition, star_mul, star_star, mul_assoc,
    ← mul_assoc (hH.eigenvectorUnitary : Matrix n n ℂ), hV, one_mul, hU']
```

## Diagonal elements as averages of levels

The spectral theorem gives H = V diag(E) V†, where diag(E) is the diagonal matrix of the levels. Multiplying by U† from the left and by U from the right,

U†HU = (U†V) diag(E) (U†V)† = W diag(E) W†

This step needs no property of U, and the theorem assumes none. The decomposition itself is Mathlib's `hH.spectral_theorem`, brought into product form as `h`.

```lean
/-- Spectral form of the transformed Hamiltonian: `U† H U = W diag(E) W†` with `W` the
matrix of amplitudes. -/
theorem rotated_eq {H : Matrix n n ℂ} (hH : H.IsHermitian) (U : Matrix n n ℂ) :
    star U * H * U =
      transition hH U * diagonal (fun k => (hH.eigenvalues k : ℂ)) * star (transition hH U) := by
  have h : H = (hH.eigenvectorUnitary : Matrix n n ℂ) *
      diagonal (fun k => (hH.eigenvalues k : ℂ)) *
      star (hH.eigenvectorUnitary : Matrix n n ℂ) := by
    have h0 := hH.spectral_theorem
    rw [Unitary.conjStarAlgAut_apply] at h0
    exact h0
  refine (congrArg (fun X => star U * X * U) h).trans ?_
  simp only [transition, star_mul, star_star, mul_assoc]
```

The entry (i, i) of this identity is

d_i = Re Σ_k W_ik E_k W_ik* = Σ_k P_ik E_k

For unitary U this is the expectation value of the energy in state |i⟩, with P_ik the probability of the outcome |k⟩ in a measurement in the eigenbasis; for a degenerate energy the probability of finding that energy is the sum of P_ik over the k that share it. The proof expands the product and treats the sum term by term.

```lean
/-- Each diagonal element is the sum of the eigenvalues weighted by the overlaps:
`⟨i|H|i⟩ = ∑ₖ |⟨i|k⟩|² Eₖ`. -/
theorem diagEnergy_eq {H : Matrix n n ℂ} (hH : H.IsHermitian) (U : Matrix n n ℂ) (i : n) :
    diagEnergy H U i = ∑ k, overlap (transition hH U) i k * hH.eigenvalues k := by
  rw [diagEnergy, rotated_eq hH U, Matrix.mul_apply, Complex.re_sum]
  refine Finset.sum_congr rfl fun k _ => ?_
  rw [Matrix.mul_diagonal, Matrix.star_apply, Complex.star_def, mul_right_comm,
    Complex.mul_conj, ← Complex.ofReal_mul, Complex.ofReal_re, overlap]
```

The column sums enter through an identity that holds for every function f, convex or not. Exchanging the order of summation (`Finset.sum_comm`),

Σ_i Σ_k P_ik f(E_k) = Σ_k (Σ_i P_ik) f(E_k) = Σ_k f(E_k)

The symbol `•` here is multiplication of real numbers.

```lean
/-- For an orthonormal basis, the overlap-weighted sums of `f(Eₖ)` add up over the basis
states to `∑ₖ f(Eₖ)`. -/
theorem sum_weighted {H U : Matrix n n ℂ} (hH : H.IsHermitian) (hU : U ∈ unitaryGroup n ℂ)
    (f : ℝ → ℝ) :
    ∑ i, ∑ k, overlap (transition hH U) i k • f (hH.eigenvalues k) =
      ∑ k, f (hH.eigenvalues k) := by
  rw [Finset.sum_comm]
  refine Finset.sum_congr rfl fun k _ => ?_
  rw [← Finset.sum_smul, (overlap_sums (transition_unitary hH hU)).2 k, one_smul]
```

## The inequality

Let s be a set of real numbers. `ConvexOn ℝ s f` says that s is convex, hence an interval, and that f lies below its chords on s. The hypothesis `hs` places every level in s; it admits functions such as x ln x that are convex only on part of the line, as long as the spectrum lies in that part. Jensen's inequality states that for weights w_k ≥ 0 with sum one and points x_k in s, f(Σ_k w_k x_k) ≤ Σ_k w_k f(x_k). Row i of P supplies such weights, so

f(d_i) = f(Σ_k P_ik E_k) ≤ Σ_k P_ik f(E_k)

and summing over i with the previous identity gives

Σ_i f(d_i) ≤ Σ_k f(E_k)

The right side is the trace of f(H); the theorem writes it as a sum over eigenvalues and defines no matrix function.

```lean
/-- Peierls inequality: if `f` is convex on a set containing the eigenvalues of the Hermitian
matrix `H`, then `∑ᵢ f(⟨i|H|i⟩) ≤ ∑ₖ f(Eₖ)` in every orthonormal basis. -/
theorem peierls {H U : Matrix n n ℂ} (hH : H.IsHermitian) (hU : U ∈ unitaryGroup n ℂ)
    {s : Set ℝ} {f : ℝ → ℝ} (hf : ConvexOn ℝ s f) (hs : ∀ k, hH.eigenvalues k ∈ s) :
    ∑ i, f (diagEnergy H U i) ≤ ∑ k, f (hH.eigenvalues k) := by
  rw [← sum_weighted hH hU f]
  refine Finset.sum_le_sum fun i _ => ?_
  rw [diagEnergy_eq hH U i]
  -- Jensen's inequality with the overlaps of state `i` as weights
  exact hf.map_sum_le (w := overlap (transition hH U) i) (p := hH.eigenvalues)
    (fun k _ => Complex.normSq_nonneg _)
    ((overlap_sums (transition_unitary hH hU)).1 i) (fun k _ => hs k)
```

The proof replaces the right side by the double sum, compares term by term in i, and calls `hf.map_sum_le`, which is Jensen's inequality, with its three conditions: nonnegative weights, the row sum, and `hs`.

Setting U = 1 and taking s to be the whole real line, `Set.univ`, gives the form for the entries of H itself:

Σ_i f(H_ii) ≤ Σ_k f(E_k)

```lean
/-- For `f` convex on the real line, `∑ᵢ f(Hᵢᵢ) ≤ ∑ₖ f(Eₖ)` for the diagonal entries of
the Hermitian matrix `H`. -/
theorem peierls_diagonal {H : Matrix n n ℂ} (hH : H.IsHermitian) {f : ℝ → ℝ}
    (hf : ConvexOn ℝ Set.univ f) : ∑ i, f (H i i).re ≤ ∑ k, f (hH.eigenvalues k) := by
  have h := peierls hH (one_mem (unitaryGroup n ℂ)) hf (fun k => Set.mem_univ _)
  simpa only [diagEnergy, star_one, one_mul, mul_one] using h
```

The name Peierls is often attached to the case f(x) = exp(−βx), with β the inverse temperature, in which the right side is the partition function Z and the statement is Σ_i exp(−βH_ii) ≤ Z. That function is convex on the line, so the bound follows by substitution into `peierls_diagonal`, a substitution made here in words only and not among the theorems. For a Hamiltonian represented in a finite orthonormal basis, such as a set of Slater determinants built from orthonormal orbitals, it bounds the partition function of that finite matrix from below using diagonal energies alone. Non-orthogonal bases and operators on infinite-dimensional spaces are not covered.

## Equality for strictly convex f

With `StrictConvexOn ℝ s f` the two sums are equal exactly when the matrix A = U†HU is diagonal, which `IsDiag` expresses as A_ij = 0 for i ≠ j; the columns of U are then eigenvectors of H. Strictness matters, since for f(x) = x both sides equal the trace in every basis.

The sums are equal if and only if each Jensen step is an equality, because a sum of inequalities is tight only when every term is. For strictly convex f, Jensen's inequality is an equality if and only if every point with nonzero weight equals the mean. Equality is therefore equivalent to the condition

E_k = d_i whenever W_ik ≠ 0

Assume this condition and let i ≠ j. In each term of A_ij either W_ik vanishes or E_k may be replaced by d_i, so

A_ij = Σ_k W_ik E_k W_jk* = d_i Σ_k W_ik W_jk* = d_i (WW†)_ij = 0

Conversely, let A be diagonal. Multiplying A = W diag(E) W† by W from the right gives AW = W diag(E), whose entry (i, k) is

Σ_j A_ij W_jk = A_ii W_ik = W_ik E_k

If W_ik ≠ 0 it cancels, A_ii = E_k, and the real part gives d_i = E_k. Degenerate levels need no separate treatment: a state |i⟩ may overlap several eigenvectors, provided that they share one energy.

```lean
/-- For `f` strictly convex on a set containing the eigenvalues, the two sums are equal exactly
when `H` is diagonal in the chosen orthonormal basis. -/
theorem peierls_eq_iff {H U : Matrix n n ℂ} (hH : H.IsHermitian) (hU : U ∈ unitaryGroup n ℂ)
    {s : Set ℝ} {f : ℝ → ℝ} (hf : StrictConvexOn ℝ s f) (hs : ∀ k, hH.eigenvalues k ∈ s) :
    ∑ i, f (diagEnergy H U i) = ∑ k, f (hH.eigenvalues k) ↔ (star U * H * U).IsDiag := by
  have hW := transition_unitary hH hU
  have hrow := (overlap_sums hW).1
  have hle : ∀ i ∈ Finset.univ, f (diagEnergy H U i) ≤
      ∑ k, overlap (transition hH U) i k • f (hH.eigenvalues k) := by
    intro i _
    rw [diagEnergy_eq hH U i]
    exact hf.convexOn.map_sum_le (w := overlap (transition hH U) i) (p := hH.eigenvalues)
      (fun k _ => Complex.normSq_nonneg _) (hrow i) (fun k _ => hs k)
  -- equality in Jensen: every level that overlaps state `i` lies at `⟨i|H|i⟩`
  have hJ : ∀ i, f (diagEnergy H U i) =
      ∑ k, overlap (transition hH U) i k • f (hH.eigenvalues k) ↔
      ∀ k ∈ Finset.univ, overlap (transition hH U) i k ≠ 0 →
        hH.eigenvalues k = diagEnergy H U i := by
    intro i
    rw [diagEnergy_eq hH U i]
    exact hf.map_sum_eq_iff' (w := overlap (transition hH U) i) (p := hH.eigenvalues)
      (fun k _ => Complex.normSq_nonneg _) (hrow i) (fun k _ => hs k)
  rw [← sum_weighted hH hU f, Finset.sum_eq_sum_iff_of_le hle]
  constructor
  · intro h i j hij
    have hi := (hJ i).mp (h i (Finset.mem_univ i))
    have h1 : ∑ k, transition hH U i k * star (transition hH U) k j = 0 := by
      rw [← Matrix.mul_apply, Matrix.mem_unitaryGroup_iff.mp hW, Matrix.one_apply_ne hij]
    show (star U * H * U) i j = 0
    rw [rotated_eq hH U, Matrix.mul_apply, ← mul_zero ((diagEnergy H U i : ℝ) : ℂ), ← h1,
      Finset.mul_sum]
    refine Finset.sum_congr rfl fun k _ => ?_
    rw [Matrix.mul_diagonal]
    by_cases h0 : transition hH U i k = 0
    · rw [h0]
      ring
    · rw [hi k (Finset.mem_univ k) (fun hz => h0 (Complex.normSq_eq_zero.mp hz))]
      ring
  · intro h i _
    refine (hJ i).mpr fun k _ hk => ?_
    have h0 : transition hH U i k ≠ 0 := fun hz => hk (Complex.normSq_eq_zero.mpr hz)
    -- eigenvalue equation in the rotated basis
    have hA : star U * H * U * transition hH U =
        transition hH U * diagonal (fun k => (hH.eigenvalues k : ℂ)) := by
      rw [rotated_eq hH U, mul_assoc, Matrix.mem_unitaryGroup_iff'.mp hW, mul_one]
    have h2 := congrFun (congrFun hA i) k
    have h3 : ∑ j, (star U * H * U) i j * transition hH U j k =
        (star U * H * U) i i * transition hH U i k := by
      refine Finset.sum_eq_single i (fun j _ hj => ?_) (fun hi => absurd (Finset.mem_univ i) hi)
      have hz : (star U * H * U) i j = 0 := h hj.symm
      rw [hz, zero_mul]
    rw [Matrix.mul_diagonal, Matrix.mul_apply, h3, mul_comm] at h2
    rw [diagEnergy, mul_left_cancel₀ h0 h2, Complex.ofReal_re]
```

Here `hle` is the Jensen inequality for row i, `hJ` is its equality criterion from `hf.map_sum_eq_iff'`, and `Finset.sum_eq_sum_iff_of_le` reduces equality of the sums to equality of the rows. In the forward direction `h1` is (WW†)_ij = 0, and the case split on `transition hH U i k = 0` is the alternative above. In the converse `hA` is AW = W diag(E), `h3` collapses the sum over j to the term j = i, and `mul_left_cancel₀` removes W_ik.

## Concave functions and entropy

If f is concave on s, then −f is convex on s (`hf.neg`). The inequality for −f, multiplied by −1, is

Σ_k f(E_k) ≤ Σ_i f(d_i)

```lean
/-- For `f` concave on a set containing the eigenvalues the inequality is reversed:
`∑ₖ f(Eₖ) ≤ ∑ᵢ f(⟨i|H|i⟩)`. -/
theorem peierls_concave {H U : Matrix n n ℂ} (hH : H.IsHermitian) (hU : U ∈ unitaryGroup n ℂ)
    {s : Set ℝ} {f : ℝ → ℝ} (hf : ConcaveOn ℝ s f) (hs : ∀ k, hH.eigenvalues k ∈ s) :
    ∑ k, f (hH.eigenvalues k) ≤ ∑ i, f (diagEnergy H U i) := by
  have h := peierls hH hU hf.neg hs
  simp only [Pi.neg_apply, Finset.sum_neg_distrib] at h
  linarith
```

Let ρ be positive semidefinite, with eigenvalues p_k ≥ 0 and populations q_i = ⟨i|ρ|i⟩, written `diagEnergy ρ U i`. The hypothesis `ρ.PosSemidef` stands for the requirement that a state assigns no negative probability, and it includes hermiticity, which `hρ.1` extracts. The function `Real.negMulLog` is x ↦ −x ln x with the natural logarithm and value 0 at x = 0, and it is concave on x ≥ 0. Taking this half-line for s,

−Σ_k p_k ln p_k ≤ −Σ_i q_i ln q_i

The proof passes `Real.concaveOn_negMulLog` for the concavity and `hρ.eigenvalues_nonneg` for `hs`. Unit trace is not assumed. When Tr ρ = 1, the left side is the von Neumann entropy of a finite-dimensional state in units of Boltzmann's constant, and the right side is the Shannon entropy of the outcome probabilities for a measurement in the basis |i⟩. An equality criterion is stated only for strictly convex f, not for the entropy.

```lean
/-- For a positive semidefinite `ρ`, the sum `-∑ p log p` over its eigenvalues is at most the
same sum over its diagonal populations in any orthonormal basis. -/
theorem entropy_le_diagonal_entropy {ρ U : Matrix n n ℂ} (hρ : ρ.PosSemidef)
    (hU : U ∈ unitaryGroup n ℂ) :
    ∑ k, Real.negMulLog (hρ.1.eigenvalues k) ≤ ∑ i, Real.negMulLog (diagEnergy ρ U i) :=
  peierls_concave hρ.1 hU Real.concaveOn_negMulLog (fun k => hρ.eigenvalues_nonneg k)

end

end PeierlsConvexTrace
```

```lean
#print axioms PeierlsConvexTrace.peierls
#print axioms PeierlsConvexTrace.peierls_diagonal
#print axioms PeierlsConvexTrace.peierls_eq_iff
#print axioms PeierlsConvexTrace.entropy_le_diagonal_entropy
```

```
'PeierlsConvexTrace.peierls' depends on axioms: [propext, Classical.choice, Quot.sound]
'PeierlsConvexTrace.peierls_diagonal' depends on axioms: [propext, Classical.choice, Quot.sound]
'PeierlsConvexTrace.peierls_eq_iff' depends on axioms: [propext, Classical.choice, Quot.sound]
'PeierlsConvexTrace.entropy_le_diagonal_entropy' depends on axioms: [propext, Classical.choice, Quot.sound]
```
